# A degenerate Ritz value of diag(0, 1, −1), where minimizing the residual singles out the eigenvector

Take the matrix $\mathrm{diag}(1,-1)$ and the unit vector $u=(1,1)/\sqrt2$. The matrix sends $u$ to $(1,-1)/\sqrt2$, which is orthogonal to $u$. The Rayleigh quotient of $u$ is therefore $0$, although $0$ is not an eigenvalue, and the residual at that value has norm $1$. The contributions of the eigenvalues $1$ and $-1$ have cancelled in the quotient but not in the residual.

Now add a coordinate in which $0$ is a true eigenvalue. Let $A=\mathrm{diag}(0,1,-1)$ act on $\mathbb C^3$ with standard basis $e_1,e_2,e_3$, let $f=(e_2+e_3)/\sqrt2$, and let $S$ be the span of $e_1$ and $f$. For complex $a,b$ with $|a|^2+|b|^2=1$, the unit vector $x=a e_1+b f$ satisfies

$$\langle y, Ax\rangle = 0\ \text{ for all } y\in S,\qquad \|Ax-0\cdot x\| = |b| .$$

Every such $x$ is a Ritz vector with value $0$. It has the least residual among unit vectors of $S$ exactly when it is an eigenvector of $A$, which happens exactly when $b=0$.

## Repeated Ritz values in a subspace eigensolver

A Rayleigh-Ritz step diagonalizes the projected matrix and lifts its eigenvectors back to the full space. Here the projected matrix is the $2\times2$ zero matrix, so any orthonormal basis of $\mathbb C^2$ is a correct answer from the dense solver. If it returns the coefficient vectors $(1,1)/\sqrt2$ and $(1,-1)/\sqrt2$, both lifted vectors have residual norm $1/\sqrt2$, and neither is an eigenvector, even though $S$ contains one.

A code that refines Ritz vectors by minimizing $\|Ax-\theta x\|$ over unit vectors of $S$, at a fixed Ritz value $\theta$, resolves this ambiguity. In electronic structure the same situation can arise for interior states of a one-particle Hamiltonian; the example is a three-level, non-interacting model of it, with an exact eigenvector already in the trial space.

## From a scalar compression to a zero residual

The selection argument needs only two properties of $A$ and $S$, so it is carried out for a linear operator $A$ on any complex inner product space. Call $(\eta,x)$ a Ritz pair if $x\in S$, $x\neq0$ and $\langle y,Ax-\eta x\rangle=0$ for all $y\in S$. Suppose that the compression of $A$ to $S$ is $\theta$ times the identity, that is, $\langle y,Ax-\theta x\rangle=0$ for all $x,y\in S$.

**The Ritz value is fixed.** Let $(\eta,x)$ be a Ritz pair. Testing with $y=x$ gives $\langle x,Ax\rangle=\eta\langle x,x\rangle$, and the assumption on the compression gives $\langle x,Ax\rangle=\theta\langle x,x\rangle$. Subtraction yields $(\eta-\theta)\langle x,x\rangle=0$, and $x\ne0$ forces $\eta=\theta$. Conversely, every nonzero $x\in S$ forms a Ritz pair with $\theta$ by assumption.

**Eigenvectors in $S$ have eigenvalue $\theta$.** If $x\in S$ is nonzero and $Ax=\mu x$, its residual at $\mu$ is zero and hence orthogonal to $S$. So $(\mu,x)$ is a Ritz pair, and $\mu=\theta$.

**Minimizers are eigenvectors.** Suppose that $S$ contains an eigenvector $v$. Then $v/\|v\|$ is a unit vector of $S$ with zero residual at $\theta$, so the least residual is zero. A minimizer $x$ therefore has $\|Ax-\theta x\|=0$, which means $Ax=\theta x$. Conversely, a unit eigenvector in $S$ has eigenvalue $\theta$, so its residual is zero and no unit vector can do better.

**The three-level case.** In coordinates,

$$x=ae_1+bf=\Big(a,\tfrac{b}{\sqrt2},\tfrac{b}{\sqrt2}\Big),\qquad Ax=\Big(0,\tfrac{b}{\sqrt2},-\tfrac{b}{\sqrt2}\Big).$$

Hence $\|x\|^2=|a|^2+|b|^2$ and $\|Ax\|^2=|b|^2/2+|b|^2/2=|b|^2$. For $y=ce_1+df$ with complex $c,d$,

$$\langle y,Ax\rangle=\bar c\cdot 0+\frac{\bar d\,b}{2}-\frac{\bar d\,b}{2}=0 ,$$

so the compression vanishes and $\theta=0$. Since $Ae_1=0$, the space $S$ contains an eigenvector, and the general argument applies. Comparing a minimizer $x$ with $e_1$ gives $|b|\le0$, so $b=0$; if $b=0$, the residual is zero and $x$ is a minimizer.

## The definitions and theorems in Lean

```lean
import Mathlib

namespace DegenerateRitzResidual

noncomputable section

variable {E : Type*} [NormedAddCommGroup E] [InnerProductSpace ℂ E]

/-- A Ritz pair of `A` on `S`: a nonzero vector of `S` whose residual is orthogonal to `S`. -/
def IsRitzPair (A : E →ₗ[ℂ] E) (S : Submodule ℂ E) (θ : ℂ) (x : E) : Prop :=
  x ∈ S ∧ x ≠ 0 ∧ ∀ y ∈ S, inner ℂ y (A x - θ • x) = 0

/-- The compression of `A` to `S` is `θ` times the identity, expressed by matrix elements. -/
def HasScalarCompression (A : E →ₗ[ℂ] E) (S : Submodule ℂ E) (θ : ℂ) : Prop :=
  ∀ x ∈ S, ∀ y ∈ S, inner ℂ y (A x - θ • x) = 0

/-- A unit vector of `S` whose residual norm at the value `θ` is least among unit vectors
of `S`. -/
def IsResidualMinimizer (A : E →ₗ[ℂ] E) (S : Submodule ℂ E) (θ : ℂ) (x : E) : Prop :=
  x ∈ S ∧ ‖x‖ = 1 ∧ ∀ y ∈ S, ‖y‖ = 1 → ‖A x - θ • x‖ ≤ ‖A y - θ • y‖

/-- If the compression is `θ` times the identity, the Ritz pairs are exactly the nonzero
vectors of `S` with value `θ`. -/
theorem ritzPair_iff {A : E →ₗ[ℂ] E} {S : Submodule ℂ E} {θ : ℂ}
    (h : HasScalarCompression A S θ) (η : ℂ) (x : E) :
    IsRitzPair A S η x ↔ x ∈ S ∧ x ≠ 0 ∧ η = θ := by
  constructor
  · rintro ⟨hx, h0, hr⟩
    refine ⟨hx, h0, ?_⟩
    -- test both residuals against the vector itself
    have h1 := hr x hx
    have h2 := h x hx x hx
    rw [inner_sub_right, inner_smul_right] at h1 h2
    have h3 : (η - θ) * inner ℂ x x = 0 := by linear_combination h2 - h1
    rcases mul_eq_zero.mp h3 with h4 | h4
    · exact sub_eq_zero.mp h4
    · exact absurd (inner_self_eq_zero.mp h4) h0
  · rintro ⟨hx, h0, rfl⟩
    exact ⟨hx, h0, h x hx⟩

/-- If the compression is `θ` times the identity, every eigenvector of `A` in `S` has
eigenvalue `θ`. -/
theorem eigenvalue_eq {A : E →ₗ[ℂ] E} {S : Submodule ℂ E} {θ μ : ℂ} {x : E}
    (h : HasScalarCompression A S θ) (hx : x ∈ S) (h0 : x ≠ 0) (hμ : A x = μ • x) :
    μ = θ := by
  have hr : IsRitzPair A S μ x :=
    ⟨hx, h0, fun y _ => by rw [hμ, sub_self, inner_zero_right]⟩
  exact ((ritzPair_iff h μ x).mp hr).2.2

/-- If the compression is scalar and `S` contains an eigenvector of `A`, the residual
minimizers are exactly the unit eigenvectors of `A` in `S`. -/
theorem residualMinimizer_iff_eigenvector {A : E →ₗ[ℂ] E} {S : Submodule ℂ E} {θ μ : ℂ}
    {v : E} (h : HasScalarCompression A S θ) (hv : v ∈ S) (hv0 : v ≠ 0)
    (hμ : A v = μ • v) (x : E) :
    IsResidualMinimizer A S θ x ↔ x ∈ S ∧ ‖x‖ = 1 ∧ ∃ ν : ℂ, A x = ν • x := by
  constructor
  · rintro ⟨hx, hn, hmin⟩
    refine ⟨hx, hn, θ, ?_⟩
    -- the normalized eigenvector has zero residual, so the minimum is zero
    have hθ : A v = θ • v := by rw [hμ, eigenvalue_eq h hv hv0 hμ]
    have hu : ‖((‖v‖ : ℂ)⁻¹) • v‖ = 1 := by
      rw [norm_smul, norm_inv, Complex.norm_real, norm_norm,
        inv_mul_cancel₀ (norm_ne_zero_iff.mpr hv0)]
    have hle := hmin _ (S.smul_mem _ hv) hu
    rw [map_smul, hθ, smul_comm ((‖v‖ : ℂ)⁻¹) θ v, sub_self, norm_zero] at hle
    exact sub_eq_zero.mp (norm_le_zero_iff.mp hle)
  · rintro ⟨hx, hn, ν, hν⟩
    have h0 : x ≠ 0 := by
      rintro rfl
      simp at hn
    refine ⟨hx, hn, fun y _ _ => ?_⟩
    rw [hν, eigenvalue_eq h hx h0 hν, sub_self, norm_zero]
    exact norm_nonneg _

/-- The operator `diag(0, 1, -1)` on complex three-dimensional space. -/
def diagOp : EuclideanSpace ℂ (Fin 3) →ₗ[ℂ] EuclideanSpace ℂ (Fin 3) where
  toFun x := !₂[0, x 1, -x 2]
  map_add' x y := by
    ext i
    fin_cases i <;> simp
    ring
  map_smul' c x := by
    ext i
    fin_cases i <;> simp

/-- The normalization factor `1/√2`. -/
def invSqrtTwo : ℝ := (√2)⁻¹

/-- The first basis vector `e1`. -/
def e1 : EuclideanSpace ℂ (Fin 3) := !₂[1, 0, 0]

/-- The mixed vector `f = (e2 + e3)/√2`. -/
def f : EuclideanSpace ℂ (Fin 3) := !₂[0, (invSqrtTwo : ℂ), (invSqrtTwo : ℂ)]

/-- The trial space spanned by `e1` and `f`. -/
def trialSpace : Submodule ℂ (EuclideanSpace ℂ (Fin 3)) := Submodule.span ℂ {e1, f}

/-- The trial vector `a e1 + b f`. -/
def trial (a b : ℂ) : EuclideanSpace ℂ (Fin 3) := a • e1 + b • f

/-- The coordinates of a trial vector and of its image under `diag(0, 1, -1)`. -/
theorem trial_coords (a b : ℂ) :
    trial a b = !₂[a, b * invSqrtTwo, b * invSqrtTwo] ∧
    diagOp (trial a b) = !₂[0, b * invSqrtTwo, -(b * invSqrtTwo)] := by
  constructor <;> ext i <;> fin_cases i <;> simp [diagOp, trial, e1, f]

/-- The squared norm of `a e1 + b f` is `|a|² + |b|²`, and its residual norm at the value
`0` is `|b|`. -/
theorem norm_and_residual (a b : ℂ) :
    ‖trial a b‖ ^ 2 = ‖a‖ ^ 2 + ‖b‖ ^ 2 ∧
    ‖diagOp (trial a b) - (0 : ℂ) • trial a b‖ = ‖b‖ := by
  have hs : invSqrtTwo ^ 2 = 1 / 2 := by
    rw [invSqrtTwo, inv_pow, Real.sq_sqrt (by norm_num)]
    norm_num
  have h3 : ∀ x y z : ℂ, ‖(!₂[x, y, z] : EuclideanSpace ℂ (Fin 3))‖ ^ 2
      = ‖x‖ ^ 2 + ‖y‖ ^ 2 + ‖z‖ ^ 2 := by
    intro x y z
    simp [EuclideanSpace.norm_sq_eq, Fin.sum_univ_three]
  have hb : ‖b * (invSqrtTwo : ℂ)‖ ^ 2 = ‖b‖ ^ 2 / 2 := by
    rw [norm_mul, Complex.norm_real, Real.norm_eq_abs, mul_pow, sq_abs, hs]
    ring
  constructor
  · rw [(trial_coords a b).1, h3, hb]
    ring
  · rw [zero_smul, sub_zero]
    refine (sq_eq_sq₀ (norm_nonneg _) (norm_nonneg _)).mp ?_
    rw [(trial_coords a b).2, h3, norm_neg, hb, norm_zero]
    ring

/-- The compression of `diag(0, 1, -1)` to the trial space vanishes. -/
theorem compression_vanishes : HasScalarCompression diagOp trialSpace 0 := by
  intro x hx y hy
  obtain ⟨a, b, rfl⟩ := Submodule.mem_span_pair.mp hx
  obtain ⟨c, d, rfl⟩ := Submodule.mem_span_pair.mp hy
  change inner ℂ (trial c d) (diagOp (trial a b) - (0 : ℂ) • trial a b) = 0
  -- the contributions of e2 and e3 cancel
  rw [zero_smul, sub_zero, (trial_coords a b).2, (trial_coords c d).1]
  simp [PiLp.inner_apply, Fin.sum_univ_three]

/-- Every unit vector `a e1 + b f` is a Ritz vector with value `0` and residual norm `|b|`;
it minimizes the residual exactly when it is an eigenvector, and exactly when `b = 0`. -/
theorem residual_selects_eigenvectors (a b : ℂ) (hab : ‖a‖ ^ 2 + ‖b‖ ^ 2 = 1) :
    IsRitzPair diagOp trialSpace 0 (trial a b) ∧
    ‖diagOp (trial a b) - (0 : ℂ) • trial a b‖ = ‖b‖ ∧
    (IsResidualMinimizer diagOp trialSpace 0 (trial a b) ↔
      ∃ μ : ℂ, diagOp (trial a b) = μ • trial a b) ∧
    (IsResidualMinimizer diagOp trialSpace 0 (trial a b) ↔ b = 0) := by
  have mem : ∀ c d : ℂ, trial c d ∈ trialSpace := fun c d =>
    Submodule.mem_span_pair.mpr ⟨c, d, rfl⟩
  have unit : ∀ c d : ℂ, ‖c‖ ^ 2 + ‖d‖ ^ 2 = 1 → ‖trial c d‖ = 1 := by
    intro c d h
    refine (sq_eq_sq₀ (norm_nonneg _) zero_le_one).mp ?_
    rw [(norm_and_residual c d).1, h, one_pow]
  have ne : ∀ c d : ℂ, ‖c‖ ^ 2 + ‖d‖ ^ 2 = 1 → trial c d ≠ 0 := by
    intro c d h h0
    have h1 := unit c d h
    rw [h0, norm_zero] at h1
    exact zero_ne_one h1
  have h10 : ‖(1 : ℂ)‖ ^ 2 + ‖(0 : ℂ)‖ ^ 2 = 1 := by simp
  -- e1 is the eigenvector contained in the trial space
  have heig : diagOp (trial 1 0) = (0 : ℂ) • trial 1 0 :=
    sub_eq_zero.mp (norm_eq_zero.mp (by rw [(norm_and_residual 1 0).2, norm_zero]))
  refine ⟨(ritzPair_iff compression_vanishes 0 _).mpr ⟨mem a b, ne a b hab, rfl⟩,
    (norm_and_residual a b).2, ?_, ?_⟩
  · rw [residualMinimizer_iff_eigenvector compression_vanishes (mem 1 0) (ne 1 0 h10) heig]
    exact ⟨fun h => h.2.2, fun h => ⟨mem a b, unit a b hab, h⟩⟩
  · constructor
    · intro h
      have hle := h.2.2 (trial 1 0) (mem 1 0) (unit 1 0 h10)
      rw [(norm_and_residual a b).2, (norm_and_residual 1 0).2, norm_zero] at hle
      exact norm_le_zero_iff.mp hle
    · intro hb
      refine ⟨mem a b, unit a b hab, fun y _ _ => ?_⟩
      rw [(norm_and_residual a b).2, hb, norm_zero]
      exact norm_nonneg _

end

end DegenerateRitzResidual
```

```lean
#print axioms DegenerateRitzResidual.residual_selects_eigenvectors
```

```
'DegenerateRitzResidual.residual_selects_eigenvectors' depends on axioms: [propext, Classical.choice, Quot.sound]
```

`IsRitzPair A S θ x` is the Galerkin condition: `x` is a nonzero vector of `S` and its residual is orthogonal to `S`. `HasScalarCompression A S θ` states the scalar compression through matrix elements, so no projector has to be constructed. `IsResidualMinimizer A S θ x` says that `x` is a unit vector of `S` whose residual norm at the given `θ` is no larger than that of any other unit vector of `S`. The inner product `inner ℂ y x` is conjugate-linear in its first argument, as in Dirac notation.

In the concrete part, Lean numbers the coordinates from zero: `e1` has its nonzero entry at index 0, and the eigenvalues $0,1,-1$ belong to indices 0, 1 and 2. `diagOp` is the operator $A$, `trialSpace` is $S$, and `trial a b` is $ae_1+bf$ with complex coefficients. The real number `invSqrtTwo` is $1/\sqrt2$, which normalizes $f$.

The last theorem, `residual_selects_eigenvectors`, assumes only $|a|^2+|b|^2=1$. It concludes that the trial vector forms a Ritz pair with value $0$, that its residual norm is $|b|$, that it is a minimizer if and only if it is an eigenvector for some complex eigenvalue, and that it is a minimizer if and only if $b=0$.

## How the proof follows the computation

`ritzPair_iff` tests both residuals against the vector itself; `linear_combination h2 - h1` is the subtraction that leaves $(\eta-\theta)\langle x,x\rangle=0$. `eigenvalue_eq` turns an eigenvector into a Ritz pair with zero residual and reads off its value. `residualMinimizer_iff_eigenvector` normalizes the known eigenvector, inserts it into the minimality condition, and obtains a norm that is at most zero.

`trial_coords` checks the two coordinate vectors entry by entry. `norm_and_residual` computes squared norms from them and then removes the square, which is allowed because both sides are nonnegative. `compression_vanishes` writes two arbitrary elements of the span as trial vectors and lets the contributions of $e_2$ and $e_3$ cancel.

The final theorem feeds these facts into the general results, with `trial 1 0`, which is $e_1$, as the eigenvector in the trial space. The equivalence with $b=0$ is proved directly from the residual formula.

## An exact eigenvector in the trial space, at a fixed shift

The general theorems require neither a Hermitian operator nor a finite dimension. They do require an exactly scalar compression, and the selection theorem also requires that $S$ contain an exact eigenvector. The second requirement matters: on the span of $f$ alone the compression is still zero, but every unit vector has residual norm $1$, so every unit vector is a minimizer and none is an eigenvector. A small residual must therefore be checked as a number; being the smallest available is not enough.

In practice a trial space usually contains only an approximation to an eigenvector, and Ritz values may be close together without being equal. The theorems give no error bound for that situation. They also say nothing about rounding, or about whether a particular iterative minimizer converges.

The shift $\theta$ is held fixed during the minimization. In this example, re-evaluating it as the Rayleigh quotient of each trial vector would change nothing, since that quotient is $0$ for every unit vector of $S$. For a compression that is not scalar, the two procedures minimize different functions.
